# The span of intrinsic atomic orbitals contains the occupied space when projection maps the depolarized space one-to-one onto it

Let $O$ and $Q$ be orthogonal projectors of equal rank on a finite-dimensional complex inner-product space, with $O$ injective on the range of $Q$. Then

$$T = OQ + (1-O)(1-Q)$$

is invertible. For every subspace $V$ that contains the range of $Q$, the image $T(V)$ has the dimension of $V$ and contains the range of $O$.

## The occupied space in a small basis

A Hartree-Fock calculation in a large basis gives occupied orbitals that are hard to assign to atoms. A minimal set of free-atom orbitals is easy to assign, but its span usually misses the occupied orbitals, because atoms polarize in a molecule. Intrinsic atomic orbitals are a corrected set: as many as the atomic orbitals one starts from, with the occupied orbitals in their span.

Here $O$ projects on the occupied space. The projector $Q$ belongs to the depolarized occupied space, obtained by projecting the occupied orbitals on the minimal basis and back. (Elsewhere $Q$ often denotes $1-O$; here it does not.) The subspace $V$ is the span of the starting atomic orbitals, represented in the large basis. The map $T$ sends the depolarized part of an orbital to the occupied space and the rest to its orthogonal complement.

For a single determinant in a finite basis, the result means that the Hartree-Fock state can be written without loss in the smaller set of intrinsic orbitals.

## What the hypotheses stand for

Equal rank says that depolarization loses no occupied orbital. Injectivity says that no nonzero depolarized orbital is orthogonal to the whole occupied space.

The step left to the user is the construction of $Q$ from a minimal basis. A short argument, separate from the Lean development, connects the two. Let $P_1$ and $P_2$ project on the large and the minimal basis, so that the depolarized space consists of the vectors $P_1P_2\varphi$ with $\varphi$ occupied. These lie in $V$, which is the image under $P_1$ of the span of the minimal basis, so $V$ contains the range of $Q$ as the theorem requires. If $OP_1P_2\varphi = 0$, then $0=\langle\varphi,P_1P_2\varphi\rangle=\lVert P_2\varphi\rVert^2$. Both hypotheses therefore hold if no nonzero occupied orbital is orthogonal to the whole minimal basis.

## Derivation

**$O$ maps the range of $Q$ onto the range of $O$.** If $OQx=0$, injectivity gives $Qx=0$, so $OQ$ and $Q$ have the same kernel. By rank-nullity they have the same rank, which is also the rank of $O$. The range of $OQ$ lies in that of $O$ and has the same dimension, so the two are equal.

**$T$ carries one projector into the other.** Since $(1-Q)Q=0$ and $O(1-O)=0$,

$$TQ = OQ = OT.$$

**$T$ is injective.** Let $Tx=0$. Then $OQx=OTx=0$, so $Qx=0$. What remains of $Tx=0$ is $x-Ox=0$, so $x=Ox$. By the first step there is a $y$ with $x=OQy$, and

$$\langle x,x\rangle=\langle x,OQy\rangle=\langle Ox,Qy\rangle=\langle x,Qy\rangle=\langle Qx,y\rangle=0.$$

Hence $x=0$. In finite dimension an injective linear map of a space to itself is bijective.

**The image of $V$.** An injective map preserves dimension. Given an occupied vector $Oz$, choose $y$ with $OQy=Oz$. Then $Oz=T(Qy)$, and $Qy$ lies in $V$.

**The converse.** Suppose that $T$ is bijective. It maps the range of $Q$ into that of $O$, because $TQy=OQy$. It reaches every $Oz$: write $z=Tw$, so that $Oz=OTw=TQw$. The ranks therefore agree. If $OQx=OQy$, then $TQx=TQy$, so $Qx=Qy$, which is injectivity.

**Overlaps.** The two terms of $T$ have orthogonal ranges, so

$$T^\dagger T = QOQ+(1-Q)(1-O)(1-Q) = 1-O-Q+OQ+QO = 1-(O-Q)^2.$$

In matrix elements,

$$\langle Tx,Ty\rangle=\langle x,y\rangle-\langle (O-Q)x,(O-Q)y\rangle.$$

Orthonormal starting orbitals thus generally lose their orthonormality, and orthonormalizing them afterwards leaves their span unchanged.

## Two orbitals in $\mathbb{C}^2$

Take the occupied orbital $u=(1,0)$ and the depolarized orbital $v=(3/5,4/5)$, with overlap $3/5$. Then

$$O=\begin{pmatrix}1&0\\0&0\end{pmatrix},\quad
Q=\frac1{25}\begin{pmatrix}9&12\\12&16\end{pmatrix},\quad
T=\frac1{25}\begin{pmatrix}9&12\\-12&9\end{pmatrix}.$$

The determinant is $9/25$, so $T$ is invertible. With $V$ spanned by $v$, one finds $Tv=(3/5,0)$, which is $u$ after normalization. The overlap formula agrees: $(O-Q)v=(0,-4/5)$, and $1-16/25=9/25=\lVert Tv\rVert^2$.

For $v=(0,1)$ the ranks still agree, but $O$ annihilates $v$ and $T$ is the zero matrix. This shows that equal rank alone is not enough for general projectors. Depolarization itself cannot produce this pair: by the argument above, if $P_1P_2u$ is orthogonal to $u$, it is zero.

## The statement in Lean

The space `E` is a complex inner-product space, whose inner product is linear in the second argument, as in Dirac notation. `IsOrthProjector` asks that a linear map be idempotent and symmetric. `iaoMap O Q` is $T$, with `∘ₗ` for composition.

In the main theorem, `intrinsic_orbitals_span_occupied`, `hrank` equates the dimensions of the two ranges, and `hinj` is injectivity of `O` on the range of `Q`. The subspace `V` is arbitrary apart from `LinearMap.range Q ≤ V`, where `≤` means inclusion. `V.map (iaoMap O Q)` is the span of the intrinsic orbitals. The theorem concerns spans: it does not select individual orbitals or say how well they are localized on atoms.

```lean
import Mathlib

open Module

namespace IntrinsicOrbitalMap

noncomputable section

variable {E : Type*} [NormedAddCommGroup E] [InnerProductSpace ℂ E]

/-- An orthogonal projector: an idempotent linear map that is symmetric for the inner product. -/
structure IsOrthProjector (P : E →ₗ[ℂ] E) : Prop where
  idem : ∀ x, P (P x) = P x
  symm : ∀ x y, inner ℂ (P x) y = inner ℂ x (P y)

/-- The intrinsic-orbital map `T = O Q + (1 - O)(1 - Q)`. -/
def iaoMap (O Q : E →ₗ[ℂ] E) : E →ₗ[ℂ] E :=
  O ∘ₗ Q + (LinearMap.id - O) ∘ₗ (LinearMap.id - Q)

/-- The action of `T` on an orbital `x`, written out. -/
theorem iaoMap_apply (O Q : E →ₗ[ℂ] E) (x : E) :
    iaoMap O Q x = O (Q x) + ((x - Q x) - O (x - Q x)) := rfl

/-- For orthogonal projectors `O` and `Q`, the map `T` carries one into the other:
`T Q = O Q` and `O T = O Q`. -/
theorem iaoMap_intertwines {O Q : E →ₗ[ℂ] E} (hO : IsOrthProjector O)
    (hQ : IsOrthProjector Q) (x : E) :
    iaoMap O Q (Q x) = O (Q x) ∧ O (iaoMap O Q x) = O (Q x) := by
  constructor
  · rw [iaoMap_apply, hQ.idem, sub_self, map_zero, sub_zero, add_zero]
  · rw [iaoMap_apply, map_add, map_sub, hO.idem, hO.idem, sub_self, add_zero]

/-- In finite dimension, if `O` and `Q` have equal rank and `O` is injective on the range of `Q`,
then `O` maps the range of `Q` onto the whole range of `O`. -/
theorem range_comp_eq [FiniteDimensional ℂ E] {O Q : E →ₗ[ℂ] E}
    (hrank : finrank ℂ (LinearMap.range O) = finrank ℂ (LinearMap.range Q))
    (hinj : Set.InjOn O (LinearMap.range Q : Set E)) :
    LinearMap.range (O ∘ₗ Q) = LinearMap.range O := by
  -- injectivity on the range of Q means that O Q and Q have the same kernel
  have hker : LinearMap.ker (O ∘ₗ Q) = LinearMap.ker Q := by
    ext x
    simp only [LinearMap.mem_ker, LinearMap.comp_apply]
    exact ⟨fun h => hinj (LinearMap.mem_range_self Q x) (Submodule.zero_mem _)
      (by rw [h, map_zero]), fun h => by rw [h, map_zero]⟩
  apply Submodule.eq_of_le_of_finrank_eq (LinearMap.range_comp_le_range Q O)
  have h1 := (O ∘ₗ Q).finrank_range_add_finrank_ker
  have h2 := Q.finrank_range_add_finrank_ker
  rw [hker] at h1
  omega

/-- In finite dimension, for orthogonal projectors `O` and `Q` of equal rank, with `O` injective on
the range of `Q`, the map `T` is invertible. For every subspace `V` that contains the range of `Q`,
the image `T(V)` has the dimension of `V` and contains the range of `O`. -/
theorem intrinsic_orbitals_span_occupied [FiniteDimensional ℂ E] {O Q : E →ₗ[ℂ] E}
    (hO : IsOrthProjector O) (hQ : IsOrthProjector Q)
    (hrank : finrank ℂ (LinearMap.range O) = finrank ℂ (LinearMap.range Q))
    (hinj : Set.InjOn O (LinearMap.range Q : Set E)) :
    Function.Bijective (iaoMap O Q) ∧
      ∀ V : Submodule ℂ E, LinearMap.range Q ≤ V →
        finrank ℂ (V.map (iaoMap O Q)) = finrank ℂ V ∧
          LinearMap.range O ≤ V.map (iaoMap O Q) := by
  have honto : ∀ z, ∃ y, O (Q y) = O z := by
    intro z
    have hz : O z ∈ LinearMap.range (O ∘ₗ Q) := by
      rw [range_comp_eq hrank hinj]
      exact LinearMap.mem_range_self O z
    obtain ⟨y, hy⟩ := hz
    exact ⟨y, hy⟩
  have hT : Function.Injective (iaoMap O Q) := by
    rw [injective_iff_map_eq_zero]
    intro x hx
    -- the occupied part of T x = 0 gives Q x = 0
    have h1 : O (Q x) = 0 := by
      rw [← (iaoMap_intertwines hO hQ x).2, hx, map_zero]
    have h2 : Q x = 0 := hinj (LinearMap.mem_range_self Q x) (Submodule.zero_mem _)
      (by rw [h1, map_zero])
    -- the remaining part gives O x = x
    have h3 : O x = x := by
      rw [iaoMap_apply, h2, map_zero, zero_add, sub_zero] at hx
      exact (sub_eq_zero.mp hx).symm
    -- x lies in the range of O and is orthogonal to the range of Q
    obtain ⟨y, hy⟩ := honto x
    have h4 : inner ℂ x x = 0 := by
      calc inner ℂ x x = inner ℂ x (O (Q y)) := by rw [hy, h3]
        _ = inner ℂ (Q x) y := by rw [← hO.symm, h3, ← hQ.symm]
        _ = 0 := by rw [h2, inner_zero_left]
    exact inner_self_eq_zero.mp h4
  refine ⟨⟨hT, LinearMap.injective_iff_surjective.mp hT⟩, fun V hV => ⟨?_, ?_⟩⟩
  · exact (Submodule.equivMapOfInjective (iaoMap O Q) hT V).finrank_eq.symm
  · rintro _ ⟨z, rfl⟩
    obtain ⟨y, hy⟩ := honto z
    exact ⟨Q y, hV (LinearMap.mem_range_self Q y), by rw [(iaoMap_intertwines hO hQ y).1, hy]⟩

/-- In finite dimension, for orthogonal projectors `O` and `Q`, the map `T` is invertible exactly
when the two ranks agree and `O` is injective on the range of `Q`. -/
theorem iaoMap_bijective_iff [FiniteDimensional ℂ E] {O Q : E →ₗ[ℂ] E}
    (hO : IsOrthProjector O) (hQ : IsOrthProjector Q) :
    Function.Bijective (iaoMap O Q) ↔
      finrank ℂ (LinearMap.range O) = finrank ℂ (LinearMap.range Q) ∧
        Set.InjOn O (LinearMap.range Q : Set E) := by
  refine ⟨fun hT => ⟨?_, ?_⟩, fun h => (intrinsic_orbitals_span_occupied hO hQ h.1 h.2).1⟩
  · -- an invertible T maps the range of Q exactly onto the range of O
    have hmap : (LinearMap.range Q).map (iaoMap O Q) = LinearMap.range O := by
      apply le_antisymm
      · rintro _ ⟨_, ⟨y, rfl⟩, rfl⟩
        exact ⟨Q y, (iaoMap_intertwines hO hQ y).1.symm⟩
      · rintro _ ⟨z, rfl⟩
        obtain ⟨w, rfl⟩ := hT.2 z
        exact ⟨Q w, LinearMap.mem_range_self Q w, by
          rw [(iaoMap_intertwines hO hQ w).1, (iaoMap_intertwines hO hQ w).2]⟩
    rw [← hmap]
    exact (Submodule.equivMapOfInjective (iaoMap O Q) hT.1 _).finrank_eq.symm
  · rintro _ ⟨x, rfl⟩ _ ⟨y, rfl⟩ h
    apply hT.1
    rw [(iaoMap_intertwines hO hQ x).1, (iaoMap_intertwines hO hQ y).1, h]

/-- For orthogonal projectors `O` and `Q`, the overlap of two transformed orbitals is their
original overlap minus the overlap of their images under `O - Q`. -/
theorem iaoMap_overlap {O Q : E →ₗ[ℂ] E} (hO : IsOrthProjector O)
    (hQ : IsOrthProjector Q) (x y : E) :
    inner ℂ (iaoMap O Q x) (iaoMap O Q y) =
      inner ℂ x y - inner ℂ (O x - Q x) (O y - Q y) := by
  simp only [iaoMap_apply, map_sub, inner_add_left, inner_sub_left, inner_add_right,
    inner_sub_right, hO.symm, hQ.symm, hO.idem, hQ.idem]
  ring

/-- The map `x ↦ ⟨u, x⟩ u` built from a single orbital `u`. -/
def orbitalProjector (u : E) : E →ₗ[ℂ] E where
  toFun x := inner ℂ u x • u
  map_add' x y := by rw [inner_add_right, add_smul]
  map_smul' c x := by rw [inner_smul_right, mul_smul, RingHom.id_apply]

/-- For a normalized orbital `u`, the map `x ↦ ⟨u, x⟩ u` is an orthogonal projector of rank
one. -/
theorem orbitalProjector_spec {u : E} (hu : inner ℂ u u = (1 : ℂ)) :
    IsOrthProjector (orbitalProjector u) ∧
      finrank ℂ (LinearMap.range (orbitalProjector u)) = 1 := by
  have happ : ∀ x, orbitalProjector u x = inner ℂ u x • u := fun _ => rfl
  refine ⟨⟨fun x => ?_, fun x y => ?_⟩, ?_⟩
  · rw [happ, happ, inner_smul_right, hu, mul_one]
  · rw [happ, happ, inner_smul_left, inner_smul_right, inner_conj_symm, mul_comm]
  · have hne : u ≠ 0 := by
      rintro rfl
      simp at hu
    have hr : LinearMap.range (orbitalProjector u) = Submodule.span ℂ {u} := by
      apply le_antisymm
      · rintro _ ⟨x, rfl⟩
        exact Submodule.smul_mem _ _ (Submodule.mem_span_singleton_self u)
      · rw [Submodule.span_singleton_le_iff_mem]
        exact ⟨u, by rw [happ, hu, one_smul]⟩
    rw [hr, finrank_span_singleton hne]

/-- In `ℂ²`, the projectors on the orbitals `(1, 0)` and `(3/5, 4/5)` are orthogonal projectors
of equal rank, and the first is injective on the range of the second. -/
theorem intrinsic_orbitals_witness :
    let O := orbitalProjector (!₂[1, 0] : EuclideanSpace ℂ (Fin 2))
    let Q := orbitalProjector (!₂[3 / 5, 4 / 5] : EuclideanSpace ℂ (Fin 2))
    IsOrthProjector O ∧ IsOrthProjector Q ∧
      finrank ℂ (LinearMap.range O) = finrank ℂ (LinearMap.range Q) ∧
        Set.InjOn O (LinearMap.range Q : Set (EuclideanSpace ℂ (Fin 2))) := by
  intro O Q
  have hu := orbitalProjector_spec (u := (!₂[1, 0] : EuclideanSpace ℂ (Fin 2)))
    (by
      simp only [PiLp.inner_apply, Fin.sum_univ_two, RCLike.inner_apply]
      norm_num)
  -- conjugation fixes the real components, and (3/5)² + (4/5)² = 1
  have h3 : (starRingEnd ℂ) (3 : ℂ) = 3 := Complex.ext (by simp) (by simp)
  have h4 : (starRingEnd ℂ) (4 : ℂ) = 4 := Complex.ext (by simp) (by simp)
  have h5 : (starRingEnd ℂ) (5 : ℂ) = 5 := Complex.ext (by simp) (by simp)
  have hnorm : (3 / 5 : ℂ) * ((starRingEnd ℂ) 3 / (starRingEnd ℂ) 5) +
      4 / 5 * ((starRingEnd ℂ) 4 / (starRingEnd ℂ) 5) = 1 := by
    rw [h3, h4, h5]
    norm_num
  have hv := orbitalProjector_spec (u := (!₂[3 / 5, 4 / 5] : EuclideanSpace ℂ (Fin 2)))
    (by
      simp only [PiLp.inner_apply, Fin.sum_univ_two, RCLike.inner_apply]
      norm_num
      exact hnorm)
  refine ⟨hu.1, hv.1, hu.2.trans hv.2.symm, ?_⟩
  rintro _ ⟨x, rfl⟩ _ ⟨y, rfl⟩ h
  -- compare the first components, where the overlap 3/5 of the two orbitals appears
  have h0 := congrArg (fun z : EuclideanSpace ℂ (Fin 2) => z.ofLp 0) h
  have key : ∀ w, (O (Q w)).ofLp 0 =
      inner ℂ (!₂[3 / 5, 4 / 5] : EuclideanSpace ℂ (Fin 2)) w * (3 / 5) := by
    intro w
    change (inner ℂ (!₂[1, 0] : EuclideanSpace ℂ (Fin 2))
      (inner ℂ (!₂[3 / 5, 4 / 5] : EuclideanSpace ℂ (Fin 2)) w •
        (!₂[3 / 5, 4 / 5] : EuclideanSpace ℂ (Fin 2)))) * (1 : ℂ) = _
    rw [inner_smul_right, mul_one]
    congr 1
    simp [PiLp.inner_apply, Fin.sum_univ_two]
  have h1 := (key x).symm.trans (h0.trans (key y))
  have h2 := mul_right_cancel₀ (by norm_num : (3 / 5 : ℂ) ≠ 0) h1
  exact congrArg (fun c : ℂ => c • (!₂[3 / 5, 4 / 5] : EuclideanSpace ℂ (Fin 2))) h2

end

end IntrinsicOrbitalMap
```

```lean
#print axioms IntrinsicOrbitalMap.intrinsic_orbitals_span_occupied
#print axioms IntrinsicOrbitalMap.iaoMap_bijective_iff
#print axioms IntrinsicOrbitalMap.iaoMap_overlap
```

```
'IntrinsicOrbitalMap.intrinsic_orbitals_span_occupied' depends on axioms: [propext, Classical.choice, Quot.sound]
'IntrinsicOrbitalMap.iaoMap_bijective_iff' depends on axioms: [propext, Classical.choice, Quot.sound]
'IntrinsicOrbitalMap.iaoMap_overlap' depends on axioms: [propext, Classical.choice, Quot.sound]
```

## The proof in Lean

`iaoMap_intertwines` proves $TQ=OQ$ and $OT=OQ$ by rewriting with idempotence. `range_comp_eq` is the first step of the derivation: `hker` identifies the kernels, the two rank-nullity equations enter as `h1` and `h2`, and `omega` does the integer arithmetic. This lemma uses linearity, finite dimension, equal rank and injectivity, but not the projector properties.

In the main theorem, `honto` restates that lemma for vectors: every $Oz$ equals some $OQy$. Injectivity of $T$ is `hT`. Its steps `h1` to `h4` are $OQx=0$, $Qx=0$, $Ox=x$ and $\langle x,x\rangle=0$, and the `calc` block is the chain of inner products above. `LinearMap.injective_iff_surjective` supplies surjectivity in finite dimension. `Submodule.equivMapOfInjective` gives a linear equivalence between $V$ and $T(V)$, hence equal dimensions. The last line exhibits $Qy$ as the vector of $V$ that $T$ sends to the given occupied vector.

`iaoMap_bijective_iff` takes one direction from the main theorem. For the other, `hmap` shows by two inclusions that $T$ maps the range of $Q$ exactly onto that of $O$. Equality of ranks follows from the same equivalence as before, and injectivity of `O` from that of $T$.

`iaoMap_overlap` needs no finite dimension. The `simp only` call expands both inner products, moves the projectors to the right-hand argument by symmetry and contracts repeated ones by idempotence. `ring` then cancels the remaining terms.

The last three declarations provide the example. `orbitalProjector u` is $x\mapsto\langle u,x\rangle u$, and `orbitalProjector_spec` shows that for normalized $u$ it is an orthogonal projector of rank one, its range being the span of $u$. `intrinsic_orbitals_witness` checks all hypotheses on $O$ and $Q$ for the pair in $\mathbb{C}^2$. For injectivity, `key` computes the first component of $OQw$ as $\tfrac35\langle v,w\rangle$. If two such components agree, cancelling the nonzero overlap $3/5$ gives equal coefficients of $v$, and so equal vectors in the range of $Q$.
